# Between any two distances, the Casimir–Polder attraction of two finite-pole atoms falls faster than $R^{-6}$ and slower than $R^{-7}$

The retarded dispersion attraction of two atoms, each described by finitely many poles of positive strength, is said to fall by more than the inverse sixth power and by less than the inverse seventh power between any two distances. I can see the short- and long-distance limits, but not what happens in between. In atomic units, with $c$ the speed of light, the energy at distance $R$ is

$$E(R)=-\frac{J(R)}{\pi R^6},\qquad J(R)=\int_0^\infty \alpha_A(u)\,\alpha_B(u)\,g(uR/c)\,du,$$

where $\alpha_A,\alpha_B$ are the polarizabilities at imaginary frequency $iu$ and $g(x)=e^{-2x}(x^4+2x^3+5x^2+6x+3)$. Decay slower than $R^{-7}$ needs $R\,J(R)$ to grow. But at fixed $u$ the product $R\,g(uR/c)$ starts from zero and eventually dies away exponentially. How can its integral grow at every $R$?

## The product $R\,J(R)$ grows because the atoms are sampled at lower frequencies

For $0<R<S$ the bounds are

$$\left(\frac RS\right)^7\bigl(-E(R)\bigr)<-E(S)<\left(\frac RS\right)^6\bigl(-E(R)\bigr).$$

The upper bound says that $J$ decreases, the lower one that $R\,J(R)$ increases. Your observation rules out comparing the integrands of $R\,J(R)$ at fixed $u$. They have to be compared at fixed $x=uR/c$.

**$J$ decreases.** Write $P(x)=x^4+2x^3+5x^2+6x+3$. Then

$$g'(x)=e^{-2x}\bigl(P'(x)-2P(x)\bigr)=-2x(x^3+2x+1)e^{-2x},$$

which is negative for $x>0$. At fixed $u>0$, a larger $R$ therefore gives a smaller $g(uR/c)$. The polarizabilities

$$\alpha_A(u)=\sum_i\frac{f_i}{\omega_i^2+u^2},\qquad f_i,\omega_i>0,$$

and likewise $\alpha_B$, are positive and do not depend on $R$, so the whole integrand decreases.

**The integrals converge.** For $x\ge0$, the exponential series gives $x^4\le24e^x$, $x^3\le6e^x$, $x^2\le2e^x$ and $x+1\le e^x$. Hence $P(x)\le55e^x$ and $g(x)\le55e^{-x}$. The integrand of $J$ is at most $55\,\alpha_A(0)\alpha_B(0)e^{-uR/c}$.

**$R\,J(R)$ increases.** Substitute $u=cx/R$, $du=(c/R)\,dx$:

$$R\,J(R)=c\int_0^\infty\alpha_A(cx/R)\,\alpha_B(cx/R)\,g(x)\,dx.$$

The distance now enters only through the polarizabilities. A larger $R$ lowers the frequency $cx/R$, and each $\alpha$ strictly decreases with frequency, so the integrand grows at every $x>0$.

**The bounds follow.** Since $-E(R)=J(R)/(\pi R^6)$, the upper bound is $J(S)<J(R)$ divided by $\pi S^6$, and the lower bound is $R\,J(R)<S\,J(S)$ divided by $\pi S^7$.

The smallest case has one pole per atom, with strengths $f_A,f_B$ and frequencies $\omega_A,\omega_B$. As $R\to0$, $g\to3$ and the energy approaches the London form

$$-\frac{3}{2}\,\frac{f_Af_B}{\omega_A\omega_B(\omega_A+\omega_B)}\,\frac1{R^6}.$$

As $R\to\infty$, $\int_0^\infty g\,dx=23/4$ gives $-23c\,\alpha_A(0)\alpha_B(0)/(4\pi R^7)$. These limits are ordinary calculus added for orientation; the Lean theorems compare finite distances.

In Lean, an `Atom ι` holds `strength` ($f_i$) and `freq` ($\omega_i$), with their positivity. Positive strengths stand for a ground-state atom, whose transitions all go upward in energy. The finite index types `ι` and `κ` may differ, so the two atoms can have different numbers of poles. `A.alpha u` takes the real number $u$ and means the textbook $\alpha(iu)$. `retardation` is $g$, `J A B c R` is the integral over `Ioi 0`, the open half-line $u>0$, and `energy` is $E$, so the attraction appears as `-energy`.

`J_strictAntiOn` and `mul_J_strictMonoOn` state the two monotonicities on $R>0$ for any $c>0$. `energy_neg` states $E(R)<0$, and `attraction_between_sixth_and_seventh` gives the two bounds. `Nonempty` asks for at least one pole per atom: if either atom had none, $J$ would vanish identically and the strict inequalities would fail.

The Casimir–Polder formula enters as a definition. That it describes the leading-order, electric-dipole part of the attraction between two real atoms (isotropic, in their ground states, at zero temperature, without overlap) is a step taken from quantum electrodynamics. Higher multipoles add further terms, such as one in $R^{-8}$ at short range, which the bounds do not cover. A finite sum of poles also only approximates an atom's continuum. Within this finite-pole model, extending a dispersion energy from $R$ to a larger distance by a pure $R^{-6}$ law always overestimates the attraction.

```lean
import Mathlib

open MeasureTheory Set

namespace CasimirPolderDecay

noncomputable section

/-- An atom described by dipole transitions indexed by `ι`, each with a positive strength and a
positive frequency. -/
structure Atom (ι : Type*) where
  strength : ι → ℝ
  freq : ι → ℝ
  strength_pos : ∀ i, 0 < strength i
  freq_pos : ∀ i, 0 < freq i

/-- The dipole polarizability at imaginary frequency `iu`, a sum over the poles of the atom. -/
def Atom.alpha {ι : Type*} [Fintype ι] (A : Atom ι) (u : ℝ) : ℝ :=
  ∑ i, A.strength i / (A.freq i ^ 2 + u ^ 2)

/-- The retardation factor `exp(-2x) (x^4 + 2x^3 + 5x^2 + 6x + 3)`. -/
def retardation (x : ℝ) : ℝ :=
  Real.exp (-2 * x) * (x ^ 4 + 2 * x ^ 3 + 5 * x ^ 2 + 6 * x + 3)

variable {ι κ : Type*} [Fintype ι] [Fintype κ]

/-- The Casimir-Polder integral `J(R)` over imaginary frequencies, for speed of light `c > 0`. -/
def J (A : Atom ι) (B : Atom κ) (c R : ℝ) : ℝ :=
  ∫ u in Ioi (0 : ℝ), A.alpha u * B.alpha u * retardation (u * R / c)

/-- The retarded dispersion energy `-J(R) / (π R^6)` in atomic units, for distances `R > 0`. -/
def energy (A : Atom ι) (B : Atom κ) (c R : ℝ) : ℝ :=
  -(J A B c R / (Real.pi * R ^ 6))

/-- The slope of the retardation factor is `-2x (x^3 + 2x + 1) exp(-2x)`. -/
theorem hasDerivAt_retardation (x : ℝ) :
    HasDerivAt retardation (-(2 * x * (x ^ 3 + 2 * x + 1) * Real.exp (-2 * x))) x := by
  have h1 : HasDerivAt (fun y : ℝ => Real.exp (-2 * y)) (Real.exp (-2 * x) * (-2 * 1)) x :=
    ((hasDerivAt_id' x).const_mul (-2)).exp
  have h2 : HasDerivAt (fun y : ℝ => y ^ 4 + 2 * y ^ 3 + 5 * y ^ 2 + 6 * y + 3)
      (4 * x ^ 3 + 6 * x ^ 2 + 10 * x + 6) x := by
    have h := ((((hasDerivAt_pow 4 x).fun_add ((hasDerivAt_pow 3 x).const_mul 2)).fun_add
      ((hasDerivAt_pow 2 x).const_mul 5)).fun_add ((hasDerivAt_id' x).const_mul 6)).add_const 3
    refine h.congr_deriv ?_
    norm_num
    ring
  exact (h1.fun_mul h2).congr_deriv (by ring)

/-- The retardation factor strictly decreases for `x ≥ 0`. -/
theorem retardation_strictAntiOn : StrictAntiOn retardation (Ici 0) := by
  refine strictAntiOn_of_deriv_neg (convex_Ici 0)
    (fun x _ => (hasDerivAt_retardation x).continuousAt.continuousWithinAt) ?_
  intro x hx
  rw [interior_Ici] at hx
  have hx' : 0 < x := hx
  rw [(hasDerivAt_retardation x).deriv]
  exact neg_lt_zero.mpr (by positivity)

lemma retardation_pos {x : ℝ} (hx : 0 ≤ x) : 0 < retardation x := by
  unfold retardation
  positivity

/-- For `x ≥ 0` the retardation factor is at most `55 exp(-x)`. -/
theorem retardation_le {x : ℝ} (hx : 0 ≤ x) : retardation x ≤ 55 * Real.exp (-x) := by
  have h4 := Real.pow_div_factorial_le_exp x hx 4
  have h3 := Real.pow_div_factorial_le_exp x hx 3
  have h2 := Real.pow_div_factorial_le_exp x hx 2
  have h1 := Real.add_one_le_exp x
  norm_num [Nat.factorial] at h4 h3 h2
  have hP : x ^ 4 + 2 * x ^ 3 + 5 * x ^ 2 + 6 * x + 3 ≤ 55 * Real.exp x := by linarith
  have he : Real.exp (-2 * x) * Real.exp x = Real.exp (-x) := by
    rw [← Real.exp_add]
    congr 1
    ring
  calc retardation x ≤ Real.exp (-2 * x) * (55 * Real.exp x) :=
        mul_le_mul_of_nonneg_left hP (Real.exp_pos _).le
    _ = 55 * Real.exp (-x) := by rw [← he]; ring

/-- The polarizability of an atom with at least one transition strictly decreases with
imaginary frequency `u ≥ 0`. -/
theorem alpha_lt [Nonempty ι] (A : Atom ι) {u v : ℝ} (hu : 0 ≤ u) (huv : u < v) :
    A.alpha v < A.alpha u := by
  refine Finset.sum_lt_sum_of_nonempty Finset.univ_nonempty fun i _ => ?_
  have hw := A.freq_pos i
  exact div_lt_div_of_pos_left (A.strength_pos i) (by positivity) (by nlinarith)

lemma alpha_pos [Nonempty ι] (A : Atom ι) (u : ℝ) : 0 < A.alpha u := by
  refine Finset.sum_pos (fun i _ => ?_) Finset.univ_nonempty
  have hw := A.freq_pos i
  have hf := A.strength_pos i
  positivity

lemma continuous_alpha (A : Atom ι) : Continuous A.alpha := by
  refine continuous_finsetSum _ fun i _ => continuous_const.div (by fun_prop) fun u => ?_
  have hw := A.freq_pos i
  positivity

lemma integrableOn_integrand [Nonempty ι] [Nonempty κ] (A : Atom ι) (B : Atom κ) {k s : ℝ}
    (hk : 0 < k) (hs : 0 < s) :
    IntegrableOn (fun u => A.alpha (k * u) * B.alpha (k * u) * retardation (s * u))
      (Ioi 0) := by
  have hret : Continuous retardation := by
    unfold retardation
    fun_prop
  have hlin : ∀ a : ℝ, Continuous fun u : ℝ => a * u := fun a => by fun_prop
  have hcont := (((continuous_alpha A).comp (hlin k)).mul
    ((continuous_alpha B).comp (hlin k))).mul (hret.comp (hlin s))
  -- the integrand is dominated by a decaying exponential
  refine Integrable.mono' (((exp_neg_integrableOn_Ioi 0 hs).const_mul 55).const_mul
    (A.alpha 0 * B.alpha 0)) hcont.aestronglyMeasurable ?_
  filter_upwards [ae_restrict_mem measurableSet_Ioi] with u hu
  have hu' : 0 < u := hu
  have hr := retardation_pos (mul_pos hs hu').le
  have hb := retardation_le (mul_pos hs hu').le
  rw [← neg_mul] at hb
  have hA := alpha_pos A (k * u)
  have hB := alpha_pos B (k * u)
  have hA0 := alpha_pos A 0
  have hB0 := alpha_pos B 0
  rw [Real.norm_of_nonneg (mul_pos (mul_pos hA hB) hr).le]
  exact mul_le_mul (mul_le_mul (alpha_lt A le_rfl (mul_pos hk hu')).le
    (alpha_lt B le_rfl (mul_pos hk hu')).le hB.le hA0.le) hb hr.le (mul_pos hA0 hB0).le

lemma integral_lt {F G : ℝ → ℝ} (hF : IntegrableOn F (Ioi 0)) (hG : IntegrableOn G (Ioi 0))
    (h : ∀ u, 0 < u → F u < G u) :
    (∫ u in Ioi (0 : ℝ), F u) < (∫ u in Ioi (0 : ℝ), G u) := by
  have hpos : 0 < ∫ u in Ioi (0 : ℝ), (G u - F u) := by
    have hn : 0 ≤ᵐ[volume.restrict (Ioi (0 : ℝ))] fun u => G u - F u := by
      filter_upwards [ae_restrict_mem measurableSet_Ioi] with u hu
      exact sub_nonneg.mpr (h u hu).le
    rw [setIntegral_pos_iff_support_of_nonneg_ae hn (hG.sub hF)]
    have hs : Ioi (0 : ℝ) ⊆ Function.support (fun u => G u - F u) ∩ Ioi 0 :=
      fun u hu => ⟨(sub_pos.mpr (h u hu)).ne', hu⟩
    refine lt_of_lt_of_le ?_ (measure_mono hs)
    simp [Real.volume_Ioi]
  rw [integral_sub hG hF] at hpos
  linarith

/-- Measuring frequency in units of `c/R` moves the distance from the retardation factor into
the polarizabilities, for `c, R > 0`. -/
theorem mul_J_eq (A : Atom ι) (B : Atom κ) {c R : ℝ} (hc : 0 < c) (hR : 0 < R) :
    R * J A B c R =
      c * ∫ x in Ioi (0 : ℝ), A.alpha (c / R * x) * B.alpha (c / R * x) * retardation x := by
  have h := integral_comp_mul_left_Ioi
    (fun u => A.alpha u * B.alpha u * retardation (u * R / c)) 0 (div_pos hc hR)
  have e : ∀ x : ℝ, c / R * x * R / c = x := fun x => by field_simp
  simp only [e, mul_zero, smul_eq_mul] at h
  change _ = (c / R)⁻¹ * J A B c R at h
  rw [h]
  field_simp

/-- For atoms with at least one transition each and `c > 0`, the Casimir-Polder integral
strictly decreases with distance. -/
theorem J_strictAntiOn [Nonempty ι] [Nonempty κ] (A : Atom ι) (B : Atom κ) {c : ℝ}
    (hc : 0 < c) : StrictAntiOn (J A B c) (Ioi 0) := by
  have hint : ∀ R : ℝ, 0 < R →
      IntegrableOn (fun u => A.alpha u * B.alpha u * retardation (u * R / c)) (Ioi 0) := by
    intro R hR
    have e : ∀ u : ℝ, R / c * u = u * R / c := fun u => by ring
    simpa only [one_mul, e] using integrableOn_integrand A B one_pos (div_pos hR hc)
  intro R hR S hS hRS
  have hR' : 0 < R := hR
  have hS' : 0 < S := hS
  refine integral_lt (hint S hS') (hint R hR') fun u hu => ?_
  refine mul_lt_mul_of_pos_left ?_ (mul_pos (alpha_pos A u) (alpha_pos B u))
  have h1 : 0 ≤ u * R / c := by positivity
  have h2 : 0 ≤ u * S / c := by positivity
  exact retardation_strictAntiOn h1 h2
    (div_lt_div_of_pos_right (mul_lt_mul_of_pos_left hRS hu) hc)

/-- For atoms with at least one transition each and `c > 0`, the product `R J(R)` strictly
increases with distance. -/
theorem mul_J_strictMonoOn [Nonempty ι] [Nonempty κ] (A : Atom ι) (B : Atom κ) {c : ℝ}
    (hc : 0 < c) : StrictMonoOn (fun R => R * J A B c R) (Ioi 0) := by
  have hint : ∀ R : ℝ, 0 < R → IntegrableOn
      (fun x => A.alpha (c / R * x) * B.alpha (c / R * x) * retardation x) (Ioi 0) := by
    intro R hR
    simpa only [one_mul] using integrableOn_integrand A B (div_pos hc hR) one_pos
  intro R hR S hS hRS
  have hR' : 0 < R := hR
  have hS' : 0 < S := hS
  change R * J A B c R < S * J A B c S
  rw [mul_J_eq A B hc hR', mul_J_eq A B hc hS']
  refine mul_lt_mul_of_pos_left (integral_lt (hint R hR') (hint S hS') fun x hx => ?_) hc
  -- at larger distance the polarizabilities are sampled at lower frequency
  have h0 : 0 ≤ c / S * x := by positivity
  have h1 : c / S * x < c / R * x :=
    mul_lt_mul_of_pos_right (div_lt_div_of_pos_left hc hR' hRS) hx
  exact mul_lt_mul_of_pos_right (mul_lt_mul'' (alpha_lt A h0 h1) (alpha_lt B h0 h1)
    (alpha_pos A _).le (alpha_pos B _).le) (retardation_pos hx.le)

/-- For atoms with at least one transition each and `c > 0`, the retarded dispersion energy is
negative at every distance `R > 0`. -/
theorem energy_neg [Nonempty ι] [Nonempty κ] (A : Atom ι) (B : Atom κ) {c R : ℝ}
    (hc : 0 < c) (hR : 0 < R) : energy A B c R < 0 := by
  have h2R : 0 < 2 * R := by positivity
  have hlt : R < 2 * R := by linarith
  have h1 : J A B c (2 * R) < J A B c R := J_strictAntiOn A B hc hR h2R hlt
  have h2 : R * J A B c R < 2 * R * J A B c (2 * R) := mul_J_strictMonoOn A B hc hR h2R hlt
  have h3 := mul_lt_mul_of_pos_left h1 h2R
  have hJ : 0 < J A B c R := pos_of_mul_pos_right (by linarith : 0 < R * J A B c R) hR.le
  exact neg_lt_zero.mpr (by positivity)

/-- Between distances `0 < R < S`, the retarded attraction of two atoms with at least one
transition each falls by more than the inverse sixth power and by less than the inverse seventh
power of distance, for `c > 0`. -/
theorem attraction_between_sixth_and_seventh [Nonempty ι] [Nonempty κ] (A : Atom ι)
    (B : Atom κ) {c R S : ℝ} (hc : 0 < c) (hR : 0 < R) (hRS : R < S) :
    (R / S) ^ 7 * (-energy A B c R) < -energy A B c S ∧
      -energy A B c S < (R / S) ^ 6 * (-energy A B c R) := by
  have hS : 0 < S := hR.trans hRS
  have hpi := Real.pi_pos
  have h1 : J A B c S < J A B c R := J_strictAntiOn A B hc hR hS hRS
  have h2 : R * J A B c R < S * J A B c S := mul_J_strictMonoOn A B hc hR hS hRS
  simp only [energy, neg_neg]
  constructor
  · -- over the common denominator `π S^7` this is the growth of `R J(R)`
    have e1 : (R / S) ^ 7 * (J A B c R / (Real.pi * R ^ 6)) =
        R * J A B c R / (Real.pi * S ^ 7) := by field_simp
    have e2 : J A B c S / (Real.pi * S ^ 6) = S * J A B c S / (Real.pi * S ^ 7) := by
      field_simp
    rw [e1, e2]
    exact div_lt_div_of_pos_right h2 (by positivity)
  · -- over the common denominator `π S^6` this is the decrease of `J(R)`
    have e3 : (R / S) ^ 6 * (J A B c R / (Real.pi * R ^ 6)) =
        J A B c R / (Real.pi * S ^ 6) := by field_simp
    rw [e3]
    exact div_lt_div_of_pos_right h1 (by positivity)

end

end CasimirPolderDecay
```

```lean
#print axioms CasimirPolderDecay.energy_neg
#print axioms CasimirPolderDecay.attraction_between_sixth_and_seventh
```

```
'CasimirPolderDecay.energy_neg' depends on axioms: [propext, Classical.choice, Quot.sound]
'CasimirPolderDecay.attraction_between_sixth_and_seventh' depends on axioms: [propext, Classical.choice, Quot.sound]
```

`hasDerivAt_retardation` computes $g'$ by the product rule, with `ring` collecting the polynomial. `retardation_strictAntiOn` turns its negative sign for $x>0$ into strict decrease on $x\ge0$. `alpha_lt` and `alpha_pos` argue pole by pole and sum.

`integrableOn_integrand` uses the bound `retardation_le` and treats both forms of the integral at once: $k=1$, $s=R/c$ for the original variable, and $k=c/R$, $s=1$ for the rescaled one. This matters because Lean assigns the value zero to the integral of a non-integrable function. `integral_lt` then passes from a strict inequality at every $u>0$ to a strict inequality of integrals, since the difference is positive on a set of positive measure.

`mul_J_eq` is the substitution $u=cx/R$. The two monotonicity theorems apply `integral_lt` to the comparisons above, one at fixed $u$ and the other at fixed $x$.

`energy_neg` obtains $J(R)>0$ from the monotonicities alone: $R\,J(R)<2R\,J(2R)<2R\,J(R)$. In the last theorem, `field_simp` brings each pair of attractions over a common denominator, $\pi S^7$ for the lower bound and $\pi S^6$ for the upper.
